# Exact singlet energies of the symmetric Hubbard dimer at every coupling strength

To draw the adiabatic-connection curve of the two-electron symmetric Hubbard dimer, one scales the repulsion \(U\) by a coupling strength \(\lambda\), finds the ground-state energy at each \(\lambda\), and takes its slope. For this two-site model both the energy and the slope have closed forms. The slope is the whole repulsion energy. To compare it with an approximate exchange-correlation functional, one first subtracts the Hartree energy \((U/2)(n_1^2+n_2^2)\), which equals \(U\) here because each site has mean occupation \(n_1=n_2=1\).

Let \(t\) be the hopping amplitude. The singlet states are spanned by one covalent configuration, with an electron on each site, and two ionic ones, with both electrons on the same site. In the order covalent, ionic, ionic, the Hamiltonian is

\[
H=\begin{pmatrix}0&-\sqrt2\,t&-\sqrt2\,t\\-\sqrt2\,t&\lambda U&0\\-\sqrt2\,t&0&\lambda U\end{pmatrix}.
\]

Write \(s=\sqrt{\lambda^2U^2+16t^2}\) and \(E_\pm=(\lambda U\pm s)/2\). For \(t\neq0\) and any real \(U\) and \(\lambda\), the eigenvalues of \(H\) are exactly \(\lambda U\), \(E_+\) and \(E_-\), and \(E_-\) is the lowest. The physical range \(t>0\), \(U>0\), \(\lambda\ge0\) is included.

## Three energies from the secular determinant

The outer energies satisfy

\[
E_++E_-=\lambda U,\qquad E_+E_-=\frac{\lambda^2U^2-s^2}{4}=-4t^2 .
\]

Expanding the determinant and using these two relations gives

\[
\begin{aligned}
\det(H-E)&=(\lambda U-E)\bigl[-E(\lambda U-E)-4t^2\bigr]\\
&=(\lambda U-E)\bigl(E^2-\lambda U\,E-4t^2\bigr)\\
&=-(E-\lambda U)(E-E_+)(E-E_-).
\end{aligned}
\]

A number \(E\) is an eigenvalue exactly when this vanishes, so there are no others. If \(t\neq0\), then \(s>|\lambda U|\), hence \(E_-<0<E_+\). Since \(\lambda U-E_-=E_+\) and \(E_+-\lambda U=-E_-\), also \(E_-<\lambda U<E_+\).

## The ground state from a sum of squares

For a real vector \(v=(v_0,v_1,v_2)\),

\[
v\cdot Hv=-2\sqrt2\,t\,v_0(v_1+v_2)+\lambda U(v_1^2+v_2^2).
\]

Subtract \(E_-\,v\cdot v\), replace \(\lambda U-E_-\) by \(E_+\), and multiply by \(E_+\). With \(-E_+E_-=4t^2\) this becomes

\[
\begin{aligned}
E_+\bigl(v\cdot Hv-E_-\,v\cdot v\bigr)
&=4t^2v_0^2-2\sqrt2\,tE_+v_0(v_1+v_2)+E_+^2(v_1^2+v_2^2)\\
&=(\sqrt2\,t\,v_0-E_+v_1)^2+(\sqrt2\,t\,v_0-E_+v_2)^2 .
\end{aligned}
\]

Because \(E_+>0\), we get \(v\cdot Hv\ge E_-\,v\cdot v\). Equality requires \(v_1=v_2=\sqrt2\,t\,v_0/E_+\), so \(v\) is a multiple of \(g=(E_+,\sqrt2\,t,\sqrt2\,t)\). The normalised ground state is \(g/\sqrt{E_+^2+4t^2}\), unique up to sign among real vectors. Its ionic amplitudes are equal, so each site holds one electron on average at every \(\lambda\), and scaling \(U\) alone keeps the density fixed, as the adiabatic connection requires.

## The slope as an ionic weight

The ionic weight \(w\) of the ground state is its probability of double occupation. Using \(4t^2=-E_+E_-\),

\[
w=\frac{4t^2}{E_+^2+4t^2}=\frac{-E_-}{E_+-E_-}=\frac{s-\lambda U}{2s}.
\]

Direct differentiation gives

\[
\frac{dE_-}{d\lambda}=\frac12\left(U-\frac{\lambda U^2}{s}\right)=U\,\frac{s-\lambda U}{2s}=U\,w .
\]

This is the Hellmann–Feynman value, since \(dH/d\lambda\) is \(U\) on the ionic configurations and zero on the covalent one.

## The matrix, its energies and its states in Lean

```lean
import Mathlib

open Matrix

namespace HubbardDimerSinglet

noncomputable section
```

The Hamiltonian is entered as an explicit real matrix, with `l` standing for \(\lambda\). Its derivation from electron operators is taken as given, and triplet states and unequal site energies are absent, so "ground state" means the lowest state of this singlet block.

```lean
/-- The singlet Hamiltonian of the Hubbard dimer in the basis (covalent, ionic, ionic), with
hopping `t` and the repulsion `U` scaled by the coupling strength `l`. -/
def hamiltonian (t U l : ℝ) : Matrix (Fin 3) (Fin 3) ℝ :=
  !![0, -(√2 * t), -(√2 * t); -(√2 * t), l * U, 0; -(√2 * t), 0, l * U]
```

The energies \(E_+\) and \(E_-\) are definitions, which are tied to the matrix only by the theorems further down.

```lean
/-- The energy with the plus sign in front of the square root. -/
def upperEnergy (t U l : ℝ) : ℝ := (l * U + √(l ^ 2 * U ^ 2 + 16 * t ^ 2)) / 2

/-- The energy with the minus sign in front of the square root. -/
def lowerEnergy (t U l : ℝ) : ℝ := (l * U - √(l ^ 2 * U ^ 2 + 16 * t ^ 2)) / 2
```

The vector `groundVector` is \(g\), left unnormalised with squared length \(E_+^2+4t^2\). Components are numbered from zero, so `v 0` is the covalent amplitude and `v 1`, `v 2` are the ionic ones.

```lean
/-- A vector, not normalised, with equal amplitudes on the two ionic configurations. -/
def groundVector (t U l : ℝ) : Fin 3 → ℝ := ![upperEnergy t U l, √2 * t, √2 * t]
```

The ionic weight divides by the squared norm `v ⬝ᵥ v`, so it gives the physical probability without prior normalisation.

```lean
/-- The fraction of the squared norm of a nonzero state `v` that lies on the two ionic
configurations. -/
def ionicWeight (v : Fin 3 → ℝ) : ℝ := (v 1 ^ 2 + v 2 ^ 2) / (v ⬝ᵥ v)
```

## Sum, product and order of the outer energies

The sum is plain algebra. The product also needs \(s^2=\lambda^2U^2+16t^2\), which is `h` in the proof.

```lean
/-- The upper and lower energies have sum `l * U` and product `-4 * t ^ 2`. -/
theorem energy_sum_and_product (t U l : ℝ) :
    upperEnergy t U l + lowerEnergy t U l = l * U ∧
      upperEnergy t U l * lowerEnergy t U l = -4 * t ^ 2 := by
  have h := Real.sq_sqrt (show 0 ≤ l ^ 2 * U ^ 2 + 16 * t ^ 2 by positivity)
  unfold upperEnergy lowerEnergy
  constructor
  · ring
  · linear_combination (-1 / 4) * h
```

The ordering rests on \(|\lambda U|<s\), obtained by comparing squares. Splitting the absolute value into two inequalities leaves four linear consequences. Here `t ≠ 0` enters: without hopping, one of the outer energies coincides with \(\lambda U\).

```lean
/-- With nonzero hopping, the lower energy lies below both zero and `l * U`, and the upper
energy lies above both. -/
theorem energy_order {t : ℝ} (ht : t ≠ 0) (U l : ℝ) :
    (lowerEnergy t U l < 0 ∧ lowerEnergy t U l < l * U) ∧
      (0 < upperEnergy t U l ∧ l * U < upperEnergy t U l) := by
  have ht2 : 0 < t ^ 2 := by positivity
  have h : |l * U| < √(l ^ 2 * U ^ 2 + 16 * t ^ 2) := by
    apply Real.lt_sqrt_of_sq_lt
    rw [sq_abs, mul_pow]
    linarith
  obtain ⟨h1, h2⟩ := abs_lt.mp h
  unfold upperEnergy lowerEnergy
  refine ⟨⟨?_, ?_⟩, ?_, ?_⟩ <;> linarith
```

## The exact spectrum

The determinant identity holds for every \(t\). In its proof, `hM` writes out \(H-E\), and `key` evaluates the determinant of any matrix with this pattern of entries. The final `linear_combination` inserts \((\sqrt2)^2=2\) and the sum and product of the energies, as in the factorisation above.

```lean
/-- The secular determinant factorises over the three energies. -/
theorem secular_determinant (t U l E : ℝ) :
    (hamiltonian t U l - E • (1 : Matrix (Fin 3) (Fin 3) ℝ)).det =
      -((E - l * U) * ((E - upperEnergy t U l) * (E - lowerEnergy t U l))) := by
  have hM : hamiltonian t U l - E • (1 : Matrix (Fin 3) (Fin 3) ℝ) =
      !![-E, -(√2 * t), -(√2 * t); -(√2 * t), l * U - E, 0; -(√2 * t), 0, l * U - E] := by
    ext i j
    fin_cases i <;> fin_cases j <;> simp [hamiltonian]
  have key : ∀ a b c : ℝ, (!![a, b, b; b, c, 0; b, 0, c] : Matrix (Fin 3) (Fin 3) ℝ).det =
      c * (a * c - 2 * b ^ 2) := by
    intro a b c
    rw [Matrix.det_fin_three]
    simp
    ring
  obtain ⟨hs, hp⟩ := energy_sum_and_product t U l
  have h2 : √2 ^ 2 = (2 : ℝ) := Real.sq_sqrt (by norm_num)
  rw [hM, key]
  linear_combination (l * U - E) * (-2 * t ^ 2 * h2 + E * hs - hp)
```

The next theorem says that a real number \(E\) has a nonzero real vector \(v\) with \(Hv=Ev\) if and only if \(E\) is one of the three listed values. It adds the strict order \(E_-<\lambda U<E_+\). Restricting to real vectors loses no eigenvalues, because the matrix is real and symmetric.

The proof turns the eigenvalue equation into \((H-E)v=0\). Mathlib's `Matrix.exists_mulVec_eq_zero_iff` replaces the existence of a nonzero solution by a vanishing determinant, and the factorised form then gives the three cases.

```lean
/-- With nonzero hopping, the eigenvalues of the singlet Hamiltonian are exactly `l * U` and the
upper and lower energies; they are distinct and the lower energy is the smallest. -/
theorem singlet_spectrum {t : ℝ} (ht : t ≠ 0) (U l : ℝ) :
    (∀ E : ℝ, (∃ v : Fin 3 → ℝ, v ≠ 0 ∧ hamiltonian t U l *ᵥ v = E • v) ↔
      E = l * U ∨ E = (l * U + √(l ^ 2 * U ^ 2 + 16 * t ^ 2)) / 2 ∨
        E = (l * U - √(l ^ 2 * U ^ 2 + 16 * t ^ 2)) / 2) ∧
    lowerEnergy t U l < l * U ∧ l * U < upperEnergy t U l := by
  refine ⟨fun E => ?_, (energy_order ht U l).1.2, (energy_order ht U l).2.2⟩
  -- an eigenvector is a nonzero kernel vector of `H - E`
  have h : (∃ v : Fin 3 → ℝ, v ≠ 0 ∧ hamiltonian t U l *ᵥ v = E • v) ↔
      ∃ v : Fin 3 → ℝ, v ≠ 0 ∧
        (hamiltonian t U l - E • (1 : Matrix (Fin 3) (Fin 3) ℝ)) *ᵥ v = 0 := by
    simp only [Matrix.sub_mulVec, Matrix.smul_mulVec, Matrix.one_mulVec, sub_eq_zero]
  rw [h, Matrix.exists_mulVec_eq_zero_iff, secular_determinant]
  simp only [neg_eq_zero, mul_eq_zero, sub_eq_zero, upperEnergy, lowerEnergy]
```

## The variational bound and its unique minimiser

The sum-of-squares identity is stated for all vectors and all parameters. The steps `hH` and `hv` expand \(v\cdot Hv\) and \(v\cdot v\) in components, and the last line substitutes the sum and product relations.

```lean
/-- For every real vector `v`, the difference between `v ⬝ᵥ hamiltonian t U l *ᵥ v` and the lower
energy times `v ⬝ᵥ v`, multiplied by the upper energy, is a sum of two squares. -/
theorem energy_excess_eq_squares (t U l : ℝ) (v : Fin 3 → ℝ) :
    upperEnergy t U l * (v ⬝ᵥ hamiltonian t U l *ᵥ v - lowerEnergy t U l * (v ⬝ᵥ v)) =
      (√2 * t * v 0 - upperEnergy t U l * v 1) ^ 2 +
        (√2 * t * v 0 - upperEnergy t U l * v 2) ^ 2 := by
  have hH : v ⬝ᵥ hamiltonian t U l *ᵥ v =
      -2 * √2 * t * v 0 * (v 1 + v 2) + l * U * (v 1 ^ 2 + v 2 ^ 2) := by
    simp [hamiltonian, Matrix.mulVec, dotProduct, Fin.sum_univ_three]
    ring
  have hv : v ⬝ᵥ v = v 0 ^ 2 + v 1 ^ 2 + v 2 ^ 2 := by
    simp only [dotProduct, Fin.sum_univ_three]
    ring
  obtain ⟨hs, hp⟩ := energy_sum_and_product t U l
  have h2 : √2 ^ 2 = (2 : ℝ) := Real.sq_sqrt (by norm_num)
  rw [hH, hv]
  linear_combination (-upperEnergy t U l * (v 1 ^ 2 + v 2 ^ 2)) * hs - v 0 ^ 2 * hp
    - 2 * t ^ 2 * v 0 ^ 2 * h2
```

The bound in `ground_state` is written as \(E_-\,v\cdot v\le v\cdot Hv\), so it applies to unnormalised vectors. For a nonzero \(v\), dividing by \(v\cdot v\) gives the usual statement about energy expectation values. The second half says that equality holds exactly for multiples of \(g\), the zero vector being the multiple with \(c=0\).

The proof has three parts. The inequality follows by removing the positive factor \(E_+\) from a nonnegative product. If equality holds, the two squares add up to zero, so each vanishes; this fixes the ionic amplitudes and gives \(c=v_0/E_+\). Conversely, inserting a multiple of \(g\) makes both squares zero.

```lean
/-- With nonzero hopping, `v ⬝ᵥ hamiltonian t U l *ᵥ v` is at least the lower energy times `v ⬝ᵥ v`
for every real vector `v`, with equality exactly for the multiples of `groundVector`. -/
theorem ground_state {t : ℝ} (ht : t ≠ 0) (U l : ℝ) (v : Fin 3 → ℝ) :
    lowerEnergy t U l * (v ⬝ᵥ v) ≤ v ⬝ᵥ hamiltonian t U l *ᵥ v ∧
      (lowerEnergy t U l * (v ⬝ᵥ v) = v ⬝ᵥ hamiltonian t U l *ᵥ v ↔
        ∃ c : ℝ, v = c • groundVector t U l) := by
  have hp := (energy_order ht U l).2.1
  have hid := energy_excess_eq_squares t U l v
  refine ⟨?_, ?_, ?_⟩
  · apply sub_nonneg.mp
    apply (mul_nonneg_iff_of_pos_left hp).mp
    rw [hid]
    positivity
  · intro heq
    rw [← heq, sub_self, mul_zero] at hid
    -- both squares vanish, which fixes the ionic amplitudes
    have h1 : √2 * t * v 0 - upperEnergy t U l * v 1 = 0 :=
      (pow_eq_zero_iff two_ne_zero).mp (by
        nlinarith [sq_nonneg (√2 * t * v 0 - upperEnergy t U l * v 1),
          sq_nonneg (√2 * t * v 0 - upperEnergy t U l * v 2)])
    have h2 : √2 * t * v 0 - upperEnergy t U l * v 2 = 0 :=
      (pow_eq_zero_iff two_ne_zero).mp (by
        nlinarith [sq_nonneg (√2 * t * v 0 - upperEnergy t U l * v 1),
          sq_nonneg (√2 * t * v 0 - upperEnergy t U l * v 2)])
    have e0 : v 0 = v 0 / upperEnergy t U l * upperEnergy t U l :=
      (div_mul_cancel₀ _ hp.ne').symm
    have e1 : v 1 = v 0 / upperEnergy t U l * (√2 * t) := by
      rw [div_mul_eq_mul_div, eq_div_iff hp.ne']
      linear_combination -h1
    have e2 : v 2 = v 0 / upperEnergy t U l * (√2 * t) := by
      rw [div_mul_eq_mul_div, eq_div_iff hp.ne']
      linear_combination -h2
    refine ⟨v 0 / upperEnergy t U l, ?_⟩
    ext i
    fin_cases i
    exacts [e0, e1, e2]
  · rintro ⟨c, hc⟩
    have h0 : v 0 = c * upperEnergy t U l := by rw [hc]; rfl
    have h1 : v 1 = c * (√2 * t) := by rw [hc]; rfl
    have h2 : v 2 = c * (√2 * t) := by rw [hc]; rfl
    have hz : upperEnergy t U l *
        (v ⬝ᵥ hamiltonian t U l *ᵥ v - lowerEnergy t U l * (v ⬝ᵥ v)) = 0 := by
      rw [hid, h0, h1, h2]
      ring
    exact (sub_eq_zero.mp ((mul_eq_zero.mp hz).resolve_left hp.ne')).symm
```

## The derivative along the coupling

`HasDerivAt` states that \(E_-\), as a function of the coupling with \(t\) and \(U\) held fixed, is differentiable at \(\lambda\) with derivative \(U\,w\). The proof differentiates the closed form directly: `d1` treats the expression under the root, `d2` the root, and `d3` the whole energy. Nonzero hopping keeps the expression under the root positive, so the chain rule applies even at \(\lambda=0\).

The steps `hg'` and `hq` then rewrite the ionic weight, first as \(4t^2/(E_+^2+4t^2)\) and then as \((s-\lambda U)/(2s)\). The last line matches this with the computed derivative.

```lean
/-- With nonzero hopping, the derivative of the lower energy with respect to the coupling
strength is `U` times the ionic weight of `groundVector`. -/
theorem lowerEnergy_hasDerivAt {t : ℝ} (ht : t ≠ 0) (U l : ℝ) :
    HasDerivAt (fun x => lowerEnergy t U x) (U * ionicWeight (groundVector t U l)) l := by
  have hR : 0 < l ^ 2 * U ^ 2 + 16 * t ^ 2 := by positivity
  have hs : 0 < √(l ^ 2 * U ^ 2 + 16 * t ^ 2) := Real.sqrt_pos.mpr hR
  have hsq := Real.sq_sqrt hR.le
  have h2 : √2 ^ 2 = (2 : ℝ) := Real.sq_sqrt (by norm_num)
  have d1 : HasDerivAt (fun x : ℝ => x ^ 2 * U ^ 2 + 16 * t ^ 2) (2 * l * U ^ 2) l :=
    (((hasDerivAt_pow 2 l).mul_const (U ^ 2)).add_const (16 * t ^ 2)).congr_deriv (by norm_num)
  have d2 : HasDerivAt (fun x : ℝ => √(x ^ 2 * U ^ 2 + 16 * t ^ 2))
      (2 * l * U ^ 2 / (2 * √(l ^ 2 * U ^ 2 + 16 * t ^ 2))) l := d1.sqrt hR.ne'
  have d3 := (((hasDerivAt_id' l).mul_const U).fun_sub d2).div_const 2
  -- the ionic weight in terms of the square root
  have hg : ionicWeight (groundVector t U l) =
      ((√2 * t) ^ 2 + (√2 * t) ^ 2) / (upperEnergy t U l * upperEnergy t U l
        + √2 * t * (√2 * t) + √2 * t * (√2 * t)) := by
    unfold ionicWeight
    simp only [dotProduct, Fin.sum_univ_three]
    rfl
  have hg' : ionicWeight (groundVector t U l) =
      4 * t ^ 2 / (upperEnergy t U l ^ 2 + 4 * t ^ 2) := by
    rw [hg]
    congr 1 <;> linear_combination (2 * t ^ 2) * h2
  have hq : 4 * t ^ 2 / (upperEnergy t U l ^ 2 + 4 * t ^ 2) =
      (√(l ^ 2 * U ^ 2 + 16 * t ^ 2) - l * U) / (2 * √(l ^ 2 * U ^ 2 + 16 * t ^ 2)) := by
    rw [div_eq_div_iff (by positivity) (by positivity)]
    unfold upperEnergy
    linear_combination (-(√(l ^ 2 * U ^ 2 + 16 * t ^ 2) + l * U) / 4) * hsq
  have hinv := mul_inv_cancel₀ hs.ne'
  refine d3.congr_deriv ?_
  rw [hg', hq]
  linear_combination (-(U / 2)) * hinv

end

end HubbardDimerSinglet
```

```lean
#print axioms HubbardDimerSinglet.singlet_spectrum
#print axioms HubbardDimerSinglet.ground_state
#print axioms HubbardDimerSinglet.lowerEnergy_hasDerivAt
```

```
'HubbardDimerSinglet.singlet_spectrum' depends on axioms: [propext, Classical.choice, Quot.sound]
'HubbardDimerSinglet.ground_state' depends on axioms: [propext, Classical.choice, Quot.sound]
'HubbardDimerSinglet.lowerEnergy_hasDerivAt' depends on axioms: [propext, Classical.choice, Quot.sound]
```
